# Becke cell products sum to at most one, so normalization lowers none of them

A Becke partition splits a molecular integral into atomic ones by sharing each point of space among the atoms. For two atoms $a$ and $b$ the shares at a point are pair values $s_{ab},s_{ba}\ge 0$ with $s_{ab}+s_{ba}=1$. Let a third atom $c$ join. Before normalization, each atom's share is the product of its pair values against the others, and these shares sum to

$$Z=s_{ca}s_{cb}+s_{ac}s_{ab}+s_{bc}s_{ba}.$$

Normalization divides each product by $Z$ when $Z\ne 0$, so that the final shares sum to one. To bound $Z$, put $m=s_{ca}s_{cb}$. No pair value exceeds one, so $m\le s_{ca}$ and $s_{ac}=1-s_{ca}\le 1-m$; likewise $s_{bc}\le 1-m$. Hence $Z\le m+(1-m)(s_{ab}+s_{ba})=1$. The third atom takes at least as much from the first two as it receives. With more atoms this balance can fail, because the old total may already be below one, but the bound $Z\le 1$ still follows by adding the atoms one at a time. The atoms are here elements of a type `ι`.

In Lean 4 with Mathlib:

```lean
import Mathlib

open Finset

namespace BeckeCellProducts

noncomputable section

variable {ι : Type*}
```

The pair values at one fixed point form a real function `s A B`. Only non-negativity and the sum rule are assumed, for different atoms; $s_{AB}\le 1$ follows, and the diagonal is never used.

```lean
/-- Pair values of a Becke partition at one point of space: they are non-negative, and the
two values belonging to a pair of different atoms add up to one. -/
structure PairValues (s : ι → ι → ℝ) : Prop where
  nonneg : ∀ A B, A ≠ B → 0 ≤ s A B
  add_swap : ∀ A B, A ≠ B → s A B + s B A = 1
```

## Becke's profile supplies such pair values

Becke's choice starts from $\mu_{AB}=(r_A-r_B)/R_{AB}$, where $r_A$ is the distance from the point to nucleus $A$ and $R_{AB}$ is the internuclear distance. It iterates the polynomial $p(\mu)=(3\mu-\mu^3)/2$

```lean
/-- Becke's cubic polynomial `p(μ) = (3μ - μ³)/2`. -/
def cubic (μ : ℝ) : ℝ := (3 * μ - μ ^ 3) / 2
```

three times and sets $s(\mu)=\tfrac12\bigl(1-p(p(p(\mu)))\bigr)$, which is one at $\mu=-1$, on the side of atom $A$. The code calls this function `profile` and keeps `s` for the pair values.

```lean
/-- Becke's cutoff profile `s(μ) = (1 - p(p(p(μ))))/2`. -/
def profile (μ : ℝ) : ℝ := (1 - cubic (cubic (cubic μ))) / 2
```

For $|\mu|\le 1$ the identities $1-p(\mu)=\tfrac12(1-\mu)^2(2+\mu)$ and $1+p(\mu)=\tfrac12(1+\mu)^2(2-\mu)$ have non-negative right-hand sides, so $|p(\mu)|\le 1$.

```lean
/-- The cubic polynomial maps the interval from -1 to 1 into itself. -/
theorem cubic_mem {μ : ℝ} (h : |μ| ≤ 1) : |cubic μ| ≤ 1 := by
  obtain ⟨h1, h2⟩ := abs_le.mp h
  unfold cubic
  -- both distances to the endpoints contain a perfect square
  have u : 0 ≤ (1 - μ) ^ 2 * (2 + μ) := mul_nonneg (sq_nonneg _) (by linarith)
  have v : 0 ≤ (1 + μ) ^ 2 * (2 - μ) := mul_nonneg (sq_nonneg _) (by linarith)
  rw [abs_le]
  constructor
  · linarith [show (1 + μ) ^ 2 * (2 - μ) = 2 + 3 * μ - μ ^ 3 by ring]
  · linarith [show (1 - μ) ^ 2 * (2 + μ) = 2 - 3 * μ + μ ^ 3 by ring]
```

Three applications of this bound give $s(\mu)\ge 0$. Since $p$ is odd, $s(\mu)+s(-\mu)=1$.

The theorem takes $|\mu_{AB}|\le1$ and $\mu_{BA}=-\mu_{AB}$ as hypotheses. The step left to geometry is the construction of $\mu$ from distinct nuclear positions: the triangle inequality then gives the bound, and the atom nearest to the point has all its pair values at least $\tfrac12$, which makes $Z$ positive.

```lean
/-- Becke's profile, applied to pair coordinates between -1 and 1 that change sign when the
two atoms are exchanged, gives admissible pair values. -/
theorem profile_pairValues (μ : ι → ι → ℝ) (hμ : ∀ A B, A ≠ B → |μ A B| ≤ 1)
    (hanti : ∀ A B, A ≠ B → μ B A = -μ A B) :
    PairValues (fun A B => profile (μ A B)) where
  nonneg A B hAB := by
    have h := (abs_le.mp (cubic_mem (cubic_mem (cubic_mem (hμ A B hAB))))).2
    change 0 ≤ profile (μ A B)
    unfold profile
    linarith
  add_swap A B hAB := by
    rw [hanti A B hAB]
    have odd : ∀ x, cubic (-x) = -cubic x := fun x => by unfold cubic; ring
    unfold profile
    rw [odd, odd, odd]
    ring
```

## Products, total and weights

For a finite set $S$ of atoms, the cell product is $P_A=\prod_{B\in S,\,B\ne A}s_{AB}$. A lone atom has the empty product, $P_A=1$.

```lean
variable [DecidableEq ι]

/-- The cell product of atom `A` in the molecule `S`: the product of the pair values of `A`
against all other atoms. -/
def cell (s : ι → ι → ℝ) (S : Finset ι) (A : ι) : ℝ := ∏ B ∈ S.erase A, s A B
```

The total is $Z_S=\sum_{A\in S}P_A$.

```lean
/-- The sum of the cell products of all atoms of the molecule. -/
def total (s : ι → ι → ℝ) (S : Finset ι) : ℝ := ∑ A ∈ S, cell s S A
```

The normalized weight is $w_A=P_A/Z_S$.

```lean
/-- The normalized Becke weight of atom `A`, for a molecule whose cell products do not
sum to zero. -/
def weight (s : ι → ι → ℝ) (S : Finset ι) (A : ι) : ℝ := cell s S A / total s S
```

## Adding one atom

Let $a\notin S$ and $m=\prod_{B\in S}s_{aB}$. Each old product gains one factor, and $a$ brings its own product:

$$Z_{S\cup\{a\}}=m+\sum_{A\in S}s_{Aa}P_A.$$

```lean
/-- Adding a new atom `a` multiplies each old cell product by one pair value and contributes
the cell product of `a` itself. -/
theorem total_insert (s : ι → ι → ℝ) {S : Finset ι} {a : ι} (ha : a ∉ S) :
    total s (insert a S) = ∏ B ∈ S, s a B + ∑ A ∈ S, s A a * cell s S A := by
  unfold total
  rw [sum_insert ha]
  congr 1
  · unfold cell
    rw [erase_insert ha]
  · refine sum_congr rfl fun A hA => ?_
    have hne : a ≠ A := fun h => ha (h ▸ hA)
    unfold cell
    rw [erase_insert_of_ne hne, prod_insert (fun h => ha (mem_of_mem_erase h))]
```

All factors of $m$ lie between zero and one, so $m\le s_{aA}$ for every $A\in S$.

```lean
/-- The product of the pair values of an atom `a` against a set of other atoms is at most
each single factor. -/
theorem prod_le_factor {s : ι → ι → ℝ} (h : PairValues s) {S : Finset ι} {a A : ι}
    (ha : a ∉ S) (hA : A ∈ S) : ∏ B ∈ S, s a B ≤ s a A := by
  have hne : ∀ B ∈ S, a ≠ B := fun B hB e => ha (e ▸ hB)
  rw [← mul_prod_erase S (fun B => s a B) hA]
  refine mul_le_of_le_one_right (h.nonneg a A (hne A hA)) (prod_le_one ?_ ?_)
  · exact fun B hB => h.nonneg a B (hne B (mem_of_mem_erase hB))
  · intro B hB
    have hB' := hne B (mem_of_mem_erase hB)
    linarith [h.add_swap a B hB', h.nonneg B a hB'.symm]
```

Therefore $s_{Aa}=1-s_{aA}\le 1-m$, and

$$Z_{S\cup\{a\}}\le m+(1-m)Z_S=1-(1-m)(1-Z_S)\le 1,$$

by induction from the empty set, whose total is zero. The final `nlinarith` receives exactly the product $(1-m)(1-Z_S)\ge 0$.

```lean
/-- The cell products of any finite set of atoms sum to at most one. -/
theorem total_le_one {s : ι → ι → ℝ} (h : PairValues s) (S : Finset ι) :
    total s S ≤ 1 := by
  induction S using Finset.induction_on with
  | empty => simp [total]
  | insert a S ha ih =>
    rw [total_insert s ha]
    have hne : ∀ B ∈ S, a ≠ B := fun B hB e => ha (e ▸ hB)
    -- the new cell product is at most one
    have hm : ∏ B ∈ S, s a B ≤ 1 := by
      refine prod_le_one (fun B hB => h.nonneg a B (hne B hB)) fun B hB => ?_
      linarith [h.add_swap a B (hne B hB), h.nonneg B a (hne B hB).symm]
    -- each old cell product shrinks at least by the factor `1 - m`
    have hsum : ∑ A ∈ S, s A a * cell s S A ≤ (1 - ∏ B ∈ S, s a B) * total s S := by
      unfold total
      rw [mul_sum]
      refine sum_le_sum fun A hA => mul_le_mul_of_nonneg_right ?_ ?_
      · linarith [h.add_swap a A (hne A hA), prod_le_factor h ha hA]
      · exact prod_nonneg fun B hB => h.nonneg A B (ne_of_mem_erase hB).symm
    nlinarith [mul_nonneg (sub_nonneg.2 hm) (sub_nonneg.2 ih)]
```

If $Z_S\ne 0$, then $0<Z_S\le 1$, so $1/Z_S\ge 1$ and $w_A\ge P_A$. In density-functional integration grids, this means that normalization never reduces an atom's share at a point where the total is nonzero; it is a pointwise statement and does not bound the quadrature error.

```lean
/-- If the cell products do not sum to zero, the normalization factor is at least one, and
no normalized Becke weight is smaller than its cell product. -/
theorem normalization_never_decreases {s : ι → ι → ℝ} (h : PairValues s) (S : Finset ι)
    (hZ : total s S ≠ 0) :
    1 ≤ (total s S)⁻¹ ∧ ∀ A ∈ S, cell s S A ≤ weight s S A := by
  have hc : ∀ A, 0 ≤ cell s S A := fun A =>
    prod_nonneg fun B hB => h.nonneg A B (ne_of_mem_erase hB).symm
  have hpos : 0 < total s S := lt_of_le_of_ne (sum_nonneg fun A _ => hc A) hZ.symm
  have h1 := total_le_one h S
  constructor
  · rw [← one_div, le_div_iff₀ hpos]
    linarith
  · intro A _
    unfold weight
    rw [le_div_iff₀ hpos]
    exact mul_le_of_le_one_right (hc A) h1
```

## When the increase is strict

Suppose there are at least three atoms and no pair value vanishes. Then $m$ contains, besides $s_{aA}>0$, another factor below one, so $m<s_{aA}$ and the inequality for the sum becomes strict. Hence $Z_S<1$ and $w_A>P_A$ for every atom. With Becke's profile the assumption fails at a nucleus, for example, where some pair values are zero.

```lean
/-- With at least three atoms and no vanishing pair value, the cell products sum to less than
one, and normalization strictly increases the weight of every atom. -/
theorem normalization_increases {s : ι → ι → ℝ} (h : PairValues s)
    (h0 : ∀ A B, A ≠ B → s A B ≠ 0) {S : Finset ι} (hS : 3 ≤ S.card) :
    total s S < 1 ∧ ∀ A ∈ S, cell s S A < weight s S A := by
  have hp : ∀ A B, A ≠ B → 0 < s A B := fun A B hAB =>
    lt_of_le_of_ne (h.nonneg A B hAB) (h0 A B hAB).symm
  have hc : ∀ (T : Finset ι) (A : ι), 0 < cell s T A := fun T A =>
    prod_pos fun B hB => hp A B (ne_of_mem_erase hB).symm
  have hSne : S.Nonempty := card_pos.mp (by omega)
  have hlt : total s S < 1 := by
    -- single out one atom `a`; at least two others remain
    obtain ⟨a, haS⟩ := hSne
    obtain ⟨T, haT, rfl⟩ : ∃ T, a ∉ T ∧ insert a T = S :=
      ⟨S.erase a, notMem_erase a S, insert_erase haS⟩
    rw [card_insert_of_notMem haT] at hS
    have hne : ∀ B ∈ T, a ≠ B := fun B hB e => haT (e ▸ hB)
    have hTne : T.Nonempty := card_pos.mp (by omega)
    have hstrict : ∀ A ∈ T, ∏ B ∈ T, s a B < s a A := by
      intro A hA
      have hcard := card_erase_of_mem hA
      obtain ⟨B, hB⟩ : (T.erase A).Nonempty := card_pos.mp (by omega)
      have hB' := hne B (mem_of_mem_erase hB)
      have hle := prod_le_factor h (fun e => haT (mem_of_mem_erase e)) hB
      have hB1 : s a B < 1 := by linarith [h.add_swap a B hB', hp B a hB'.symm]
      rw [← mul_prod_erase T (fun B => s a B) hA]
      exact mul_lt_of_lt_one_right (hp a A (hne A hA)) (lt_of_le_of_lt hle hB1)
    have hm : ∏ B ∈ T, s a B < 1 := by
      obtain ⟨A, hA⟩ := hTne
      linarith [hstrict A hA, h.add_swap a A (hne A hA), hp A a (hne A hA).symm]
    have hsum : ∑ A ∈ T, s A a * cell s T A < (1 - ∏ B ∈ T, s a B) * total s T := by
      unfold total
      rw [mul_sum]
      refine sum_lt_sum_of_nonempty hTne fun A hA => mul_lt_mul_of_pos_right ?_ (hc T A)
      linarith [h.add_swap a A (hne A hA), hstrict A hA]
    rw [total_insert s haT]
    nlinarith [mul_nonneg (sub_nonneg.2 hm.le) (sub_nonneg.2 (total_le_one h T))]
  refine ⟨hlt, fun A _ => ?_⟩
  have hpos : 0 < total s S := sum_pos (fun A _ => hc S A) hSne
  unfold weight
  rw [lt_div_iff₀ hpos]
  exact mul_lt_of_lt_one_right (hc S A) hlt
```

For three atoms, numbered 0, 1, 2, write $x=s_{01}$, $y=s_{12}$, $z=s_{20}$. Then

$$Z=x(1-z)+y(1-x)+z(1-y)=1-xyz-(1-x)(1-y)(1-z),$$

and the last two terms are the two cyclic products.

```lean
/-- For three atoms, the sum of the cell products falls short of one by exactly the two
cyclic products of pair values. -/
theorem three_atoms {s : Fin 3 → Fin 3 → ℝ} (h : PairValues s) :
    total s univ = 1 - (s 0 1 * s 1 2 * s 2 0 + s 0 2 * s 2 1 * s 1 0) := by
  have e0 : (univ : Finset (Fin 3)).erase 0 = {1, 2} := by decide
  have e1 : (univ : Finset (Fin 3)).erase 1 = {0, 2} := by decide
  have e2 : (univ : Finset (Fin 3)).erase 2 = {0, 1} := by decide
  unfold total cell
  rw [Fin.sum_univ_three, e0, e1, e2, prod_pair (show (1 : Fin 3) ≠ 2 by decide),
    prod_pair (show (0 : Fin 3) ≠ 2 by decide), prod_pair (show (0 : Fin 3) ≠ 1 by decide)]
  have h10 : s 1 0 = 1 - s 0 1 := by linarith [h.add_swap 0 1 (by decide)]
  have h20 : s 2 0 = 1 - s 0 2 := by linarith [h.add_swap 0 2 (by decide)]
  have h21 : s 2 1 = 1 - s 1 2 := by linarith [h.add_swap 1 2 (by decide)]
  rw [h10, h20, h21]
  ring
```

## A total of zero

The sum rule alone allows a cycle in which each atom wins against the next: $s_{01}=s_{12}=s_{20}=1$, with the reversed values zero.

```lean
/-- Cyclic pair values for three atoms: each atom has the value one against the next atom
in the cycle and zero otherwise. -/
def cyclic (A B : Fin 3) : ℝ := if B = A + 1 then 1 else 0
```

Every atom then loses once, so every cell product vanishes. The three-atom formula gives $Z=1-(1+0)=0$, and there is nothing to normalize. Admissible pair values on a nonempty set therefore do not by themselves guarantee $Z\ne 0$.

```lean
/-- The cyclic pair values are admissible, yet their cell products sum to zero. -/
theorem cyclic_total_eq_zero : PairValues cyclic ∧ total cyclic univ = 0 := by
  have h : PairValues cyclic := by
    constructor
    · intro A B _
      unfold cyclic
      split_ifs <;> norm_num
    · have key : ∀ A B : Fin 3, A ≠ B →
          (B = A + 1 ∧ A ≠ B + 1) ∨ (B ≠ A + 1 ∧ A = B + 1) := by decide
      intro A B hAB
      unfold cyclic
      rcases key A B hAB with ⟨h1, h2⟩ | ⟨h1, h2⟩
      · rw [if_pos h1, if_neg h2, add_zero]
      · rw [if_neg h1, if_pos h2, zero_add]
  refine ⟨h, ?_⟩
  have h01 : cyclic 0 1 = 1 := if_pos (by decide)
  have h12 : cyclic 1 2 = 1 := if_pos (by decide)
  have h20 : cyclic 2 0 = 1 := if_pos (by decide)
  have h02 : cyclic 0 2 = 0 := if_neg (by decide)
  rw [three_atoms h, h01, h12, h20, h02]
  ring

end

end BeckeCellProducts
```

```lean
#print axioms BeckeCellProducts.profile_pairValues
#print axioms BeckeCellProducts.normalization_never_decreases
#print axioms BeckeCellProducts.normalization_increases
#print axioms BeckeCellProducts.cyclic_total_eq_zero
```

```
'BeckeCellProducts.profile_pairValues' depends on axioms: [propext, Classical.choice, Quot.sound]
'BeckeCellProducts.normalization_never_decreases' depends on axioms: [propext, Classical.choice, Quot.sound]
'BeckeCellProducts.normalization_increases' depends on axioms: [propext, Classical.choice, Quot.sound]
'BeckeCellProducts.cyclic_total_eq_zero' depends on axioms: [propext, Classical.choice, Quot.sound]
```
